# Ehrenfest decay of a two-level emitter is logistic, not exponential

## Question

In mean-field (Ehrenfest) dynamics a two-level emitter radiates into a classical field only through its mean dipole. With weak coupling and no incident field, its energy loss averaged over an optical cycle is proportional to |ρ_eg|², where the coherence ρ_eg is the off-diagonal element of the density matrix. For a pure state |ρ_eg|² = p(1 − p), with p the excited-state population, and the rate equation taken here is

p′(t) = −Γ p(t) (1 − p(t))

with Γ > 0 the spontaneous-emission rate of the emitter, in place of the quantum decay law p′ = −Γ p. The claim is that for p(0) = p0 in [0, 1] and t ≥ 0

p(t) = p0 e^(−Γt) / (1 − p0 + p0 e^(−Γt)),

that p0 = 1 never decays, and that for 0 < p0 < 1 the population stays above p0 e^(−Γt) at every t > 0 and there is no rate k with p(t) = p0 e^(−kt) for all t ≥ 0. Can this be stated and proved in Lean 4 with Mathlib?

## Answer

### Modelling choices

The population is a function `p : ℝ → ℝ`, and `IsEhrenfestDecay Γ p` says that p has derivative −Γ p(t)(1 − p(t)) at every t ≥ 0. The rate equation is a hypothesis; it is not derived from a Hamiltonian or from Maxwell's equations. `HasDerivAt` is two-sided, so p must also be differentiable across t = 0. Nothing assumes that p(t) stays in [0, 1]. `ehrenfest Γ p0 t` is the closed form, and `exponential Γ p0 t` is p0 e^(−Γt), used only for comparison. The condition Γ > 0 enters only `slower_than_exponential` and `not_exponential`.

### Derivation by hand

Write E = e^(−Γt), D = 1 − p0 + p0 E and q = p0 E / D.

1. D > 0. For p0 = 0, D = 1. Otherwise p0 E > 0 and 1 − p0 ≥ 0.

2. q solves the equation. Numerator and denominator both have derivative −Γ p0 E, so

q′ = −Γ p0 E (D − p0 E) / D² = −Γ q (1 − q),

and q(0) = p0.

3. Uniqueness. Separating variables divides by p(1 − p), which vanishes at p = 0 and p = 1, so a comparison is used instead. For any two solutions p, q put w = p − q:

w′ = −Γ (p − p² − q + q²) = −Γ (1 − p − q) w.

Fix T ≥ 0. On [0, T] the factor −Γ(1 − p − q) is continuous, hence bounded in modulus by some K. Gronwall's inequality gives |w(T)| ≤ |w(0)| e^(KT), which is 0 when p(0) = q(0). With step 2, p is the closed form.

4. For p0 = 1, D = E and p = E/E = 1.

5. For Γ > 0, t > 0 and 0 < p0 < 1 one has 0 < E < 1, and

p − p0 E = p0² E (1 − E) / D > 0,

p0 − p = p0 (1 − E)(1 − p0) / D > 0.

6. For 0 ≤ p0 < 1, D ≥ 1 − p0 > 0, so p ≤ p0 E / (1 − p0).

7. Under the conditions on Γ and p0 of step 5, suppose p(t) = p0 e^(−kt) for some real k and all t ≥ 0. For t > 0, −k p = −Γ p (1 − p) with p > 0, so k = Γ(1 − p(t)). Then p(1) = p(2), so e^(−k) = e^(−2k) and k = 0. This gives p(1) = p0, against step 5.

### The file

```lean
import Mathlib

open Real Set

namespace EhrenfestDecay

noncomputable section

/-- The excited-state population `p` obeys the mean-field (Ehrenfest) rate equation
`p' = -Γ p (1 - p)` at all times `t ≥ 0`. -/
def IsEhrenfestDecay (Γ : ℝ) (p : ℝ → ℝ) : Prop :=
  ∀ t, 0 ≤ t → HasDerivAt p (-Γ * p t * (1 - p t)) t

/-- The exponential decay law `p0 exp(-Γ t)`. -/
def exponential (Γ p0 t : ℝ) : ℝ := p0 * exp (-Γ * t)

/-- The logistic population curve `p0 exp(-Γ t) / (1 - p0 + p0 exp(-Γ t))`. -/
def ehrenfest (Γ p0 t : ℝ) : ℝ := p0 * exp (-Γ * t) / (1 - p0 + p0 * exp (-Γ * t))

/-- For an initial population in `[0, 1]` the denominator of the logistic curve is positive
at every time. -/
theorem denom_pos (Γ t : ℝ) {p0 : ℝ} (h0 : 0 ≤ p0) (h1 : p0 ≤ 1) :
    0 < 1 - p0 + p0 * exp (-Γ * t) := by
  have hE := exp_pos (-Γ * t)
  rcases h0.eq_or_lt with h | h
  · rw [← h]; norm_num
  · have := mul_pos h hE
    linarith

/-- For `p0` in `[0, 1]` the logistic curve solves the Ehrenfest rate equation and starts
at `p0`. -/
theorem ehrenfest_solves (Γ : ℝ) {p0 : ℝ} (h0 : 0 ≤ p0) (h1 : p0 ≤ 1) :
    IsEhrenfestDecay Γ (ehrenfest Γ p0) ∧ ehrenfest Γ p0 0 = p0 := by
  refine ⟨fun t _ => ?_, by simp [ehrenfest]⟩
  have hD := (denom_pos Γ t h0 h1).ne'
  have hl : HasDerivAt (fun s : ℝ => -Γ * s) (-Γ) t := by
    simpa using (hasDerivAt_id t).const_mul (-Γ)
  have hN : HasDerivAt (fun s : ℝ => p0 * exp (-Γ * s)) (p0 * (exp (-Γ * t) * -Γ)) t :=
    hl.exp.const_mul p0
  have hM : HasDerivAt (fun s : ℝ => 1 - p0 + p0 * exp (-Γ * s))
      (p0 * (exp (-Γ * t) * -Γ)) t := hN.const_add (1 - p0)
  refine (hN.fun_div hM hD).congr_deriv ?_
  unfold ehrenfest
  generalize exp (-Γ * t) = E at hD ⊢
  obtain ⟨D, hDe⟩ : ∃ D, D = 1 - p0 + p0 * E := ⟨_, rfl⟩
  rw [← hDe] at hD ⊢
  field_simp
  first | done | ring

/-- Two solutions of the Ehrenfest rate equation with the same initial population agree at
all times `t ≥ 0`. -/
theorem solution_unique {Γ : ℝ} {p q : ℝ → ℝ} (hp : IsEhrenfestDecay Γ p)
    (hq : IsEhrenfestDecay Γ q) (h0 : p 0 = q 0) {T : ℝ} (hT : 0 ≤ T) : p T = q T := by
  have cp : ContinuousOn p (Icc 0 T) := fun t ht => (hp t ht.1).continuousAt.continuousWithinAt
  have cq : ContinuousOn q (Icc 0 T) := fun t ht => (hq t ht.1).continuousAt.continuousWithinAt
  -- the difference obeys w' = a w with a rate a that is bounded on [0, T]
  have ca : ContinuousOn (fun t => -Γ * (1 - p t - q t)) (Icc 0 T) :=
    continuousOn_const.mul ((continuousOn_const.sub cp).sub cq)
  obtain ⟨K, hK⟩ := isCompact_Icc.exists_bound_of_continuousOn ca
  have hw : ∀ t ∈ Ico 0 T, HasDerivWithinAt (fun s => p s - q s)
      (-Γ * (1 - p t - q t) * (p t - q t)) (Ici t) t := fun t ht =>
    (((hp t ht.1).fun_sub (hq t ht.1)).congr_deriv (by ring)).hasDerivWithinAt
  have hb : ∀ t ∈ Ico 0 T,
      ‖-Γ * (1 - p t - q t) * (p t - q t)‖ ≤ K * ‖p t - q t‖ + 0 := by
    intro t ht
    rw [norm_mul, add_zero]
    exact mul_le_mul_of_nonneg_right (hK t (Ico_subset_Icc_self ht)) (norm_nonneg _)
  have cw : ContinuousOn (fun s => p s - q s) (Icc 0 T) := cp.sub cq
  have hi : ‖p 0 - q 0‖ ≤ 0 := by simp [h0]
  -- Gronwall's inequality with zero initial difference
  have h := norm_le_gronwallBound_of_norm_deriv_right_le (f := fun s => p s - q s)
    (f' := fun t => -Γ * (1 - p t - q t) * (p t - q t)) cw hw hi hb T ⟨hT, le_rfl⟩
  rw [gronwallBound_ε0, zero_mul] at h
  exact sub_eq_zero.mp (norm_le_zero_iff.mp h)

/-- A solution of the Ehrenfest rate equation with initial population `p0` in `[0, 1]` equals
`p0 exp(-Γ t) / (1 - p0 + p0 exp(-Γ t))` for all `t ≥ 0`. -/
theorem ehrenfest_closed_form {Γ p0 : ℝ} {p : ℝ → ℝ} (hp : IsEhrenfestDecay Γ p)
    (hi : p 0 = p0) (h0 : 0 ≤ p0) (h1 : p0 ≤ 1) {t : ℝ} (ht : 0 ≤ t) :
    p t = ehrenfest Γ p0 t := by
  obtain ⟨hs, hs0⟩ := ehrenfest_solves Γ h0 h1
  exact solution_unique hp hs (hi.trans hs0.symm) ht

/-- A fully excited initial state, `p(0) = 1`, keeps population one for all `t ≥ 0`. -/
theorem fully_excited_never_decays {Γ : ℝ} {p : ℝ → ℝ} (hp : IsEhrenfestDecay Γ p)
    (hi : p 0 = 1) {t : ℝ} (ht : 0 ≤ t) : p t = 1 := by
  rw [ehrenfest_closed_form hp hi zero_le_one le_rfl ht]
  unfold ehrenfest
  rw [sub_self, zero_add]
  exact div_self (mul_pos one_pos (exp_pos _)).ne'

/-- For `Γ > 0`, `0 < p0 < 1` and `t > 0` the population lies strictly between the
exponential law `p0 exp(-Γ t)` and its initial value `p0`. -/
theorem slower_than_exponential {Γ p0 : ℝ} {p : ℝ → ℝ} (hp : IsEhrenfestDecay Γ p)
    (hi : p 0 = p0) (hΓ : 0 < Γ) (h0 : 0 < p0) (h1 : p0 < 1) {t : ℝ} (ht : 0 < t) :
    exponential Γ p0 t < p t ∧ p t < p0 := by
  rw [ehrenfest_closed_form hp hi h0.le h1.le ht.le]
  have hD := denom_pos Γ t h0.le h1.le
  have hE := exp_pos (-Γ * t)
  have hE1 : exp (-Γ * t) < 1 := by
    have : -Γ * t < 0 := by nlinarith [mul_pos hΓ ht]
    simpa using exp_lt_exp.mpr this
  unfold exponential ehrenfest
  generalize exp (-Γ * t) = E at hD hE hE1 ⊢
  have ha : 0 < 1 - E := by linarith
  have hb : 0 < 1 - p0 := by linarith
  constructor
  · -- the denominator is below one
    rw [lt_div_iff₀ hD]
    nlinarith [mul_pos (mul_pos h0 hE) (mul_pos h0 ha)]
  · rw [div_lt_iff₀ hD]
    nlinarith [mul_pos h0 (mul_pos ha hb)]

/-- For `0 ≤ p0 < 1` the population is bounded above by `p0 exp(-Γ t) / (1 - p0)` for
all `t ≥ 0`. -/
theorem upper_envelope {Γ p0 : ℝ} {p : ℝ → ℝ} (hp : IsEhrenfestDecay Γ p)
    (hi : p 0 = p0) (h0 : 0 ≤ p0) (h1 : p0 < 1) {t : ℝ} (ht : 0 ≤ t) :
    p t ≤ exponential Γ p0 t / (1 - p0) := by
  rw [ehrenfest_closed_form hp hi h0 h1.le ht]
  have hN : 0 ≤ p0 * exp (-Γ * t) := mul_nonneg h0 (exp_pos _).le
  unfold exponential ehrenfest
  exact div_le_div_of_nonneg_left hN (by linarith) (by linarith)

/-- For `Γ > 0` and `0 < p0 < 1` there is no rate `k` with `p(t) = p0 exp(-k t)` for
all `t ≥ 0`. -/
theorem not_exponential {Γ p0 : ℝ} {p : ℝ → ℝ} (hp : IsEhrenfestDecay Γ p)
    (hi : p 0 = p0) (hΓ : 0 < Γ) (h0 : 0 < p0) (h1 : p0 < 1) (k : ℝ) :
    ¬ ∀ t, 0 ≤ t → p t = exponential k p0 t := by
  intro h
  -- the instantaneous rate Γ (1 - p t) would be the constant k
  have rate : ∀ t, 0 < t → k = Γ * (1 - p t) := by
    intro t ht
    have hl : HasDerivAt (fun s : ℝ => -k * s) (-k) t := by
      simpa using (hasDerivAt_id t).const_mul (-k)
    have hN : HasDerivAt (fun s : ℝ => p0 * exp (-k * s)) (p0 * (exp (-k * t) * -k)) t :=
      hl.exp.const_mul p0
    have hev : p =ᶠ[nhds t] fun s : ℝ => p0 * exp (-k * s) := by
      filter_upwards [lt_mem_nhds ht] with s hs using h s hs.le
    have hu := (hN.congr_of_eventuallyEq hev).unique (hp t ht.le)
    have hpt : p t = p0 * exp (-k * t) := h t ht.le
    have hpos : 0 < p t := by rw [hpt]; exact mul_pos h0 (exp_pos _)
    apply mul_left_cancel₀ hpos.ne'
    linear_combination (-1 : ℝ) * hu + k * hpt
  have h12 : p 1 = p 2 := by
    apply mul_left_cancel₀ hΓ.ne'
    linear_combination rate 1 one_pos - rate 2 two_pos
  have e1 : p 1 = p0 * exp (-k * 1) := h 1 zero_le_one
  have e2 : p 2 = p0 * exp (-k * 2) := h 2 zero_le_two
  have hexp : exp (-k * 1) = exp (-k * 2) :=
    mul_left_cancel₀ h0.ne' (by rw [← e1, ← e2, h12])
  have hk : k = 0 := by
    have := exp_eq_exp.mp hexp
    linarith
  -- then the population would not change, against p 1 < p0
  have hlt := (slower_than_exponential hp hi hΓ h0 h1 one_pos).2
  rw [e1, hk] at hlt
  simp at hlt

end

end EhrenfestDecay
```

```lean
#print axioms EhrenfestDecay.fully_excited_never_decays
#print axioms EhrenfestDecay.upper_envelope
#print axioms EhrenfestDecay.not_exponential
```

```
'EhrenfestDecay.fully_excited_never_decays' depends on axioms: [propext, Classical.choice, Quot.sound]
'EhrenfestDecay.upper_envelope' depends on axioms: [propext, Classical.choice, Quot.sound]
'EhrenfestDecay.not_exponential' depends on axioms: [propext, Classical.choice, Quot.sound]
```

### Remarks

Steps 1 and 2 are `denom_pos` and `ehrenfest_solves`. In the latter `hN` and `hM` are the derivatives of numerator and denominator, `fun_div` is the quotient rule, and `field_simp` clears the denominator D in the algebra. In `solution_unique`, `hK` is the bound K, `hw` the equation for w, `hb` the estimate |w′| ≤ K|w|, and `gronwallBound_ε0` reduces the bound to 0 · e^(KT). `ehrenfest_closed_form` joins the two, and `fully_excited_never_decays` is step 4. The products handed to the last two `nlinarith` calls in `slower_than_exponential` are the two numerators of step 5. `upper_envelope` is step 6. In `not_exponential`, `rate` obtains k = Γ(1 − p(t)) by equating two expressions for one derivative, and `h12`, `hk`, `hlt` finish step 7.

The uniqueness argument is reusable. The right-hand side −Γ p(1 − p) is not globally Lipschitz, but the difference of two solutions factors as a(t) w(t) with a continuous. `isCompact_Icc.exists_bound_of_continuousOn` then supplies K, and `norm_le_gronwallBound_of_norm_deriv_right_le` applies without any prior bound on the solutions.

The following instances are worked on paper, not in Lean. For p0 = 1/2 and Γt = ln 3: E = 1/3, D = 2/3 and p = (1/6)/(2/3) = 1/4, which lies above the exponential value 1/6 and below both the envelope 1/3 and p0 = 1/2. With Γ = 0 the population is constant, so both strict inequalities of step 5 become equalities and k = 0 is an exponential fit. With p0 = 2 and Γ = 1, D = 2e^(−t) − 1 vanishes at t = ln 2, where the curve diverges and is not differentiable, so the conclusion of `ehrenfest_solves` fails without p0 ≤ 1.

For semiclassical simulation of spontaneous emission, within this one-parameter rate equation for a single two-level emitter, a fully excited state is stationary, and the decay curve of a pure state with 0 < p0 < 1 is not p0 e^(−kt) for any rate k, although its late tail approaches p0 e^(−Γt) / (1 − p0), an exponential with rate Γ.
